# Zero-noise extrapolation at the scale factors $1,\dots,n+1$: exact for polynomial signals of degree at most $n$, with worst-case error amplification $2^{n+1}-1$

Let $s$ be the base noise strength of a device and $n \ge 0$ an integer. An expectation value is measured at the strengths $js$ for $j = 1,\dots,n+1$, and $E_j$ denotes the value found at scale factor $j$. The extrapolated value is

$$\sum_{j=1}^{n+1} g_j E_j,\qquad g_j = (-1)^{j+1}\binom{n+1}{j}.$$

For $n=0$ this is the single measurement $E_1$, and for $n=1$ it is $2E_1 - E_2$.

```lean
import Mathlib

open Finset

namespace ZeroNoiseExtrapolation
```

In the code $g_j$ is `weight n j`. The sign $(-1)^{j+1}$ equals $(-1)^{j-1}$ at every node.

```lean
/-- The weight given to the measurement at noise scale factor `j`, for `j = 1, ..., n+1`. -/
noncomputable def weight (n j : ℕ) : ℝ := (-1) ^ (j + 1) * ((n + 1).choose j : ℝ)
```

The data form a function `E : ℕ → ℝ`, of which only the values on `Icc 1 (n + 1)` are read. They are real numbers, with no quantum state or noise channel behind them.

```lean
/-- The extrapolated value: the weighted sum of the data `E j` measured at the noise
scale factors `j = 1, ..., n+1`. -/
noncomputable def estimate (n : ℕ) (E : ℕ → ℝ) : ℝ :=
  ∑ j ∈ Icc 1 (n + 1), weight n j * E j
```

The results bear on error mitigation in quantum computing, for a signal that is exactly a polynomial of bounded degree in one noise parameter.

## The noise is scaled by exact integers

It is assumed that the experimenter can multiply the noise strength by exactly $2, 3, \dots, n+1$. This is built into the statements: the ideal data are `p.eval ((j : ℝ) * s)`, where the polynomial $p$ gives the expectation value as a function of noise strength. The number $s$ may be any real, although only $s>0$ is of physical interest.

The derivation rests on the alternating sums

$$A_{m,k}(x) = \sum_{j=0}^{m} (-1)^j\binom{m}{j}(x+j)^k ,$$

with the convention $0^0=1$.

```lean
/-- The alternating binomial sum of order `m` of the shifted powers `(x + j) ^ k`. -/
noncomputable def altMoment (m k : ℕ) (x : ℝ) : ℝ :=
  ∑ j ∈ range (m + 1), (-1) ^ j * (m.choose j : ℝ) * (x + j) ^ k
```

The proof uses the integer nodes to absorb a factor $j$ into a binomial coefficient. Write $(x+j)^{k+1} = x(x+j)^k + j(x+j)^k$ in $A_{m+1,k+1}(x)$. The first part gives $x\,A_{m+1,k}(x)$. In the second the term $j=0$ vanishes, and with $j=i+1$ and $(i+1)\binom{m+1}{i+1} = (m+1)\binom{m}{i}$ it becomes

$$-(m+1)\sum_{i=0}^{m}(-1)^i\binom{m}{i}(x+1+i)^k = -(m+1)\,A_{m,k}(x+1).$$

Hence $A_{m+1,k+1}(x) = x\,A_{m+1,k}(x) - (m+1)A_{m,k}(x+1)$. In the proof, `h` is the second part, `sum_range_succ'` splits off the term $j=0$, and `hc` is the absorption identity.

```lean
/-- Raising the order and the power by one relates an alternating moment to two moments
of the lower power. -/
theorem altMoment_succ (m k : ℕ) (x : ℝ) :
    altMoment (m + 1) (k + 1) x
      = x * altMoment (m + 1) k x + (-((m : ℝ) + 1)) * altMoment m k (x + 1) := by
  -- absorb the factor `j` into the binomial coefficient
  have h : ∑ j ∈ range (m + 1 + 1),
      (-1 : ℝ) ^ j * ((m + 1).choose j : ℝ) * ((j : ℝ) * (x + j) ^ k)
      = (-((m : ℝ) + 1)) * altMoment m k (x + 1) := by
    rw [altMoment, sum_range_succ', mul_sum]
    simp only [Nat.cast_zero, zero_mul, mul_zero, add_zero]
    refine sum_congr rfl fun i _ => ?_
    have hc : ((m : ℝ) + 1) * (m.choose i : ℝ)
        = ((m + 1).choose (i + 1) : ℝ) * ((i : ℝ) + 1) := by
      exact_mod_cast Nat.add_one_mul_choose_eq m i
    push_cast
    linear_combination (-1 : ℝ) ^ i * (x + 1 + i) ^ k * hc
  rw [← h, altMoment, altMoment, mul_sum, ← sum_add_distrib]
  exact sum_congr rfl fun j _ => by ring
```

If $k<m$, then $A_{m,k}(x)=0$, by induction on $k$. For $k=0$ the sum is $(1-1)^m$, which vanishes because $m>0$; the code obtains this from the binomial theorem `add_pow`. In the step, both terms of the recurrence again have a power below their order.

```lean
/-- The alternating binomial sum of order `m` annihilates every power below `m`. -/
theorem altMoment_eq_zero (k : ℕ) : ∀ (m : ℕ) (x : ℝ), k < m → altMoment m k x = 0 := by
  induction k with
  | zero =>
    intro m x hm
    have h := add_pow (-1 : ℝ) 1 m
    rw [neg_add_cancel, zero_pow hm.ne'] at h
    simp only [one_pow, mul_one] at h
    simp only [altMoment, pow_zero, mul_one]
    exact h.symm
  | succ k ih =>
    intro m x hm
    rcases m with _ | m
    · omega
    · rw [altMoment_succ, ih (m + 1) x (by omega), ih m (x + 1) (by omega)]
      ring
```

At $k=m$ the sum no longer vanishes. Starting from $A_{0,0}(x)=1$, the recurrence gives

$$A_{m+1,m+1}(x) = x\cdot 0-(m+1)(-1)^m m! = (-1)^{m+1}(m+1)!,$$

so $A_{m,m}(x) = (-1)^m m!$ for every $x$. The Lean induction has the same two steps.

```lean
/-- On the power `m` itself, the alternating binomial sum of order `m` gives
`(-1) ^ m * m!`, whatever the shift. -/
theorem altMoment_self (m : ℕ) : ∀ x : ℝ, altMoment m m x = (-1) ^ m * (m.factorial : ℝ) := by
  induction m with
  | zero => intro x; simp [altMoment]
  | succ m ih =>
    intro x
    rw [altMoment_succ, altMoment_eq_zero m (m + 1) x (by omega), ih, Nat.factorial_succ]
    push_cast
    ring
```

With other scale factors these weights generally fail. For $n=1$ and $p(t)=a_0+a_1t$, measuring at $s$ and $3s$ gives $2p(s)-p(3s) = a_0 - a_1 s$ instead of $a_0$. Other weights are exact there: $\tfrac32 p(s)-\tfrac12 p(3s)=a_0$.

## The signal is a polynomial of bounded degree

The degree bound stands for noise weak enough that higher orders in its strength can be neglected. It is assumed here and not derived from a noise model; for a real device it is an approximation.

First allow degree $n+1$, so that $p(t)=\sum_{i=0}^{n+1}a_i t^i$. Since $(js)^i = s^i j^i$, exchanging the sums gives

$$\sum_{j=0}^{n+1}(-1)^j\binom{n+1}{j}p(js) = \sum_{i=0}^{n+1}a_i s^i A_{n+1,i}(0) = (-1)^{n+1}(n+1)!\,a_{n+1}s^{n+1}.$$

The bound is used here: every power except the last lies below the order $n+1$. On the left, the term $j=0$ is $p(0)$ and the remaining terms are minus the extrapolated value. Therefore

$$\sum_{j=1}^{n+1}g_j\,p(js) = p(0) + (-1)^n (n+1)!\,a_{n+1}s^{n+1}.$$

In `estimate_bias` the hypothesis `hp : p.natDegree ≤ n + 1` permits the expansion of $p$ into $n+2$ monomials. The step `hexp` exchanges the sums, `hfull` evaluates them with the two moment lemmas, and `sum_eq_sum_Ico_succ_bot` separates the noiseless point.

```lean
/-- If the signal is a polynomial of degree at most `n+1` in the noise strength, measured at
strengths `j * s`, the extrapolated value differs from the noiseless one by exactly
`(-1) ^ n * (n+1)! * a * s ^ (n+1)`, with `a` the coefficient of degree `n+1`. -/
theorem estimate_bias (n : ℕ) (p : Polynomial ℝ) (hp : p.natDegree ≤ n + 1) (s : ℝ) :
    estimate n (fun j => p.eval ((j : ℝ) * s))
      = p.eval 0 + (-1) ^ n * ((n + 1).factorial : ℝ) * p.coeff (n + 1) * s ^ (n + 1) := by
  -- the full alternating sum, including the noiseless point, sees only the top coefficient
  have hfull : ∑ j ∈ range (n + 1 + 1),
      (-1 : ℝ) ^ j * ((n + 1).choose j : ℝ) * p.eval ((j : ℝ) * s)
      = p.coeff (n + 1) * s ^ (n + 1) * ((-1) ^ (n + 1) * ((n + 1).factorial : ℝ)) := by
    have hexp : ∑ j ∈ range (n + 1 + 1),
        (-1 : ℝ) ^ j * ((n + 1).choose j : ℝ) * p.eval ((j : ℝ) * s)
        = ∑ i ∈ range (n + 1 + 1), p.coeff i * s ^ i * altMoment (n + 1) i 0 := by
      simp only [Polynomial.eval_eq_sum_range' (show p.natDegree < n + 1 + 1 by omega),
        altMoment, mul_sum]
      rw [sum_comm]
      exact sum_congr rfl fun i _ => sum_congr rfl fun j _ => by ring
    rw [hexp, sum_range_succ, altMoment_self, sum_eq_zero, zero_add]
    intro i hi
    rw [altMoment_eq_zero i (n + 1) 0 (mem_range.1 hi), mul_zero]
  -- separate the noiseless point `j = 0`
  have hI : Icc 1 (n + 1) = Ico 1 (n + 1 + 1) := by
    ext j
    simp only [mem_Icc, mem_Ico]
    omega
  have hneg : estimate n (fun j => p.eval ((j : ℝ) * s))
      = (-1) * ∑ j ∈ Ico 1 (n + 1 + 1),
        (-1 : ℝ) ^ j * ((n + 1).choose j : ℝ) * p.eval ((j : ℝ) * s) := by
    rw [estimate, hI, mul_sum]
    exact sum_congr rfl fun j _ => by rw [weight]; ring
  rw [range_eq_Ico, sum_eq_sum_Ico_succ_bot (by omega : 0 < n + 1 + 1)] at hfull
  simp only [pow_zero, Nat.choose_zero_right, Nat.cast_one, Nat.cast_zero, one_mul,
    zero_mul, zero_add] at hfull
  rw [hneg]
  linear_combination (-1 : ℝ) * hfull
```

Without the bound the bias formula fails. For $n=0$ and $p(t)=t^2$ the extrapolated value is $s^2$, while the formula would give $0$.

If the degree is at most $n$, then $a_{n+1}=0$ and the extrapolated value is exactly $p(0)$. The proof of `estimate_exact` is this substitution.

```lean
/-- Zero-noise extrapolation is exact: for a signal polynomial of degree at most `n` in the
noise strength, the data at strengths `s, 2s, ..., (n+1)s` return the noiseless value. -/
theorem estimate_exact (n : ℕ) (p : Polynomial ℝ) (hp : p.natDegree ≤ n) (s : ℝ) :
    estimate n (fun j => p.eval ((j : ℝ) * s)) = p.eval 0 := by
  rw [estimate_bias n p (by omega) s,
    Polynomial.coeff_eq_zero_of_natDegree_lt (show p.natDegree < n + 1 by omega)]
  ring
```

Among signals of degree at most $n+1$, and for $s\neq0$, exactness holds only if the degree is at most $n$: when $a_{n+1}\neq0$, the difference from $p(0)$ in the bias formula is nonzero.

## Every measured value is within $\varepsilon$ of the signal

Here $\varepsilon$ is a common bound on the errors of the individual measurements. It is deterministic: no distribution or independence is assumed, and the resulting factor describes the worst case, not a standard deviation. A scale factor that is slightly off can also be counted in $\varepsilon$, through the change it causes in the measured value.

The factor is the sum of the absolute weights. Since $|g_j|=\binom{n+1}{j}$, and the full binomial row sums to $2^{n+1}$ with the entry $1$ at $j=0$,

$$\sum_{j=1}^{n+1}|g_j| = 2^{n+1}-1 .$$

The code takes the row sum from `Nat.sum_range_choose` and removes the entry at zero.

```lean
/-- The noise amplification: the absolute values of the weights sum to `2 ^ (n+1) - 1`. -/
theorem sum_abs_weight (n : ℕ) :
    ∑ j ∈ Icc 1 (n + 1), |weight n j| = 2 ^ (n + 1) - 1 := by
  have hI : Icc 1 (n + 1) = Ico 1 (n + 1 + 1) := by
    ext j
    simp only [mem_Icc, mem_Ico]
    omega
  have h : ∑ j ∈ range (n + 1 + 1), ((n + 1).choose j : ℝ) = 2 ^ (n + 1) := by
    exact_mod_cast Nat.sum_range_choose (n + 1)
  rw [range_eq_Ico, sum_eq_sum_Ico_succ_bot (by omega : 0 < n + 1 + 1)] at h
  simp only [Nat.choose_zero_right, Nat.cast_one, zero_add] at h
  simp only [weight, abs_mul, abs_pow, abs_neg, abs_one, one_pow, one_mul, Nat.abs_cast]
  rw [hI]
  linarith
```

Now let $|E_j-p(js)|\le\varepsilon$ at every node, with $p$ of degree at most $n$. Exactness replaces $p(0)$ by the extrapolated ideal data, and the triangle inequality gives

$$\Big|\sum_{j=1}^{n+1} g_jE_j-p(0)\Big| \le \sum_{j=1}^{n+1}|g_j|\,|E_j-p(js)| \le (2^{n+1}-1)\,\varepsilon .$$

The error hypothesis enters in the last inequality. In Lean this is `hE j hj`, multiplied by the nonnegative number $|g_j|$; the triangle inequality is `abs_sum_le_sum_abs`.

```lean
/-- If every measured value is within `ε` of a polynomial signal of degree at most `n`, the
extrapolated value is within `(2 ^ (n+1) - 1) * ε` of the noiseless one. -/
theorem estimate_error_le (n : ℕ) (p : Polynomial ℝ) (hp : p.natDegree ≤ n) (s ε : ℝ)
    (E : ℕ → ℝ) (hE : ∀ j ∈ Icc 1 (n + 1), |E j - p.eval ((j : ℝ) * s)| ≤ ε) :
    |estimate n E - p.eval 0| ≤ (2 ^ (n + 1) - 1) * ε := by
  rw [← estimate_exact n p hp s, ← sum_abs_weight n, estimate, estimate,
    ← sum_sub_distrib, sum_mul]
  refine (abs_sum_le_sum_abs _ _).trans (sum_le_sum fun j hj => ?_)
  rw [← mul_sub, abs_mul]
  exact mul_le_mul_of_nonneg_left (hE j hj) (abs_nonneg _)
```

For arbitrary real data, without a bound on the errors there is no bound on the result: every $g_j$ at a node is nonzero, so changing a single $E_j$ can move the extrapolated value arbitrarily far. For a bounded observable the measured averages are themselves bounded, which already supplies some $\varepsilon$, though possibly a large one.

With the bound in place, the factor cannot be improved. Take the errors $(-1)^{j+1}\varepsilon$, whose signs match those of the weights. Then $g_j(-1)^{j+1}\varepsilon = |g_j|\varepsilon$, and the contributions add up to $(2^{n+1}-1)\varepsilon$. In the proof, `hs` says that the two equal signs multiply to $1$, and `ha` identifies $|g_j|$. This identity holds for $\varepsilon$ of either sign; for $\varepsilon\ge0$ it attains the bound above.

```lean
/-- For a polynomial signal of degree at most `n`, adding the error `(-1) ^ (j+1) * ε` at each scale
factor `j` makes the extrapolated value equal to the noiseless one plus `(2 ^ (n+1) - 1) * ε`. -/
theorem estimate_error_sharp (n : ℕ) (p : Polynomial ℝ) (hp : p.natDegree ≤ n) (s ε : ℝ) :
    estimate n (fun j => p.eval ((j : ℝ) * s) + (-1) ^ (j + 1) * ε)
      = p.eval 0 + (2 ^ (n + 1) - 1) * ε := by
  rw [← estimate_exact n p hp s, ← sum_abs_weight n, estimate, estimate, sum_mul,
    ← sum_add_distrib]
  refine sum_congr rfl fun j _ => ?_
  have hs : (-1 : ℝ) ^ (j + 1) * (-1) ^ (j + 1) = 1 := by
    rw [← mul_pow]
    norm_num
  have ha : |weight n j| = ((n + 1).choose j : ℝ) := by
    simp only [weight, abs_mul, abs_pow, abs_neg, abs_one, one_pow, one_mul, Nat.abs_cast]
  rw [ha, weight]
  linear_combination ((n + 1).choose j : ℝ) * ε * hs
```

## Competing weights must be exact for every polynomial up to degree $n$

The last hypothesis concerns the choice of weights. Suppose that real numbers $w_j$ satisfy

$$\sum_{j=1}^{n+1}w_j\,p(j)=p(0)$$

for every polynomial $p$ of degree at most $n$. Physically, the linear rule must remove the noise from every signal in this class, not just from one known signal. The condition is stated with noise strength measured in units of $s$, so the nodes are the scale factors themselves.

Then $w_j=g_j$ at each node. To see this, fix $j$ and take

$$q(t)=\prod_{\substack{1\le i\le n+1\\ i\ne j}}(t-i),$$

which has degree $n$, vanishes at every node except $j$, and satisfies $q(j)\neq0$. For $n=0$ it is the constant $1$. Applying both rules to $q$ leaves one term in each sum, so $w_jq(j)=q(0)=g_jq(j)$, and division by $q(j)$ gives the claim.

The hypothesis `hw` is used once for each node, on this test polynomial. In the proof, `hd` bounds its degree, `hne` states $q(j)\ne0$, and `pick` reduces a weighted sum to its single surviving term.

```lean
/-- Any weights on the scale factors `1, ..., n+1` that extrapolate all polynomials of degree
at most `n` exactly to zero noise coincide with `weight n`. -/
theorem weight_unique (n : ℕ) (w : ℕ → ℝ)
    (hw : ∀ p : Polynomial ℝ, p.natDegree ≤ n →
      ∑ j ∈ Icc 1 (n + 1), w j * p.eval (j : ℝ) = p.eval 0) :
    ∀ j ∈ Icc 1 (n + 1), w j = weight n j := by
  intro j hj
  -- a test polynomial vanishing at every node except `j`
  obtain ⟨q, hq⟩ : ∃ q : Polynomial ℝ, q = ∏ i ∈ (Icc 1 (n + 1)).erase j,
      (Polynomial.X - Polynomial.C (i : ℝ)) := ⟨_, rfl⟩
  have hd : q.natDegree ≤ n := by
    rw [hq]
    refine (Polynomial.natDegree_prod_le _ _).trans ?_
    simp only [Polynomial.natDegree_X_sub_C, sum_const, smul_eq_mul, mul_one,
      card_erase_of_mem hj, Nat.card_Icc]
    omega
  have hne : q.eval (j : ℝ) ≠ 0 := by
    rw [hq, Polynomial.eval_prod, prod_ne_zero_iff]
    intro i hi
    rw [Polynomial.eval_sub, Polynomial.eval_X, Polynomial.eval_C]
    exact sub_ne_zero.2 (Nat.cast_injective.ne (ne_of_mem_erase hi).symm)
  have pick : ∀ v : ℕ → ℝ,
      ∑ i ∈ Icc 1 (n + 1), v i * q.eval (i : ℝ) = v j * q.eval (j : ℝ) := by
    intro v
    refine sum_eq_single_of_mem j hj fun i hi hij => ?_
    rw [hq, Polynomial.eval_prod, prod_eq_zero (mem_erase.2 ⟨hij, hi⟩) (by simp), mul_zero]
  have hx := estimate_exact n q hd 1
  simp only [estimate, mul_one] at hx
  rw [pick] at hx
  have hy := hw q hd
  rw [pick] at hy
  exact mul_right_cancel₀ hne (hy.trans hx.symm)

end ZeroNoiseExtrapolation
```

With a weaker requirement the weights are no longer determined. For $n=1$, the weights $w_1=1$, $w_2=0$ are exact for all constants but differ from $g_1=2$, $g_2=-1$. The conclusion is also restricted to the nodes, since the hypothesis says nothing about `w` elsewhere.

```lean
#print axioms ZeroNoiseExtrapolation.estimate_error_le
-- 'ZeroNoiseExtrapolation.estimate_error_le' depends on axioms: [propext, Classical.choice, Quot.sound]
#print axioms ZeroNoiseExtrapolation.estimate_error_sharp
-- 'ZeroNoiseExtrapolation.estimate_error_sharp' depends on axioms: [propext, Classical.choice, Quot.sound]
#print axioms ZeroNoiseExtrapolation.weight_unique
-- 'ZeroNoiseExtrapolation.weight_unique' depends on axioms: [propext, Classical.choice, Quot.sound]
```
